# A Band-Energy Excess Bounds the Subspace Error Across a Gap in a Generalized Eigenproblem

## One orbital and two levels

Take two non-orthogonal basis functions with Hamiltonian and overlap matrices

$$H=\begin{pmatrix}1&-1\\-1&3\end{pmatrix},\qquad S=\begin{pmatrix}1&-1\\-1&2\end{pmatrix}.$$

The generalized eigenvalue problem $H\psi=e\,S\psi$ has the levels $e_0=1$ and $e_1=2$, with eigenvectors $\psi_0=(1,0)^T$ and $\psi_1=(1,1)^T$. They satisfy $\psi_i^\dagger S\psi_j=\delta_{ij}$.

As a trial orbital, use the second basis function, normalized in the $S$ metric: $c=(0,1)^T/\sqrt2$. Its energy is $c^\dagger Hc=3/2$, which exceeds the lowest level by $1/2$. Its weight on the ground state is $|c^\dagger S\psi_0|^2=1/2$, so the weight that has leaked into $\psi_1$ is also $1/2$. The excess equals the gap, here 1, times the leaked weight.

This holds for every normalized $c=a\psi_0+b\psi_1$: the energy is $e_0|a|^2+e_1|b|^2$ with $|a|^2+|b|^2=1$, so the excess is $(e_1-e_0)|b|^2$. With more orbitals and more levels, the equality becomes an inequality.

## Trial orbitals in an ultrasoft calculation

Ultrasoft pseudopotentials give up norm conservation, and the missing charge enters through an overlap operator $S\neq1$. In a finite basis of dimension $d$, the orbitals solve $H\psi_i=e_iS\psi_i$. We count levels from zero, $e_0\le e_1\le\dots\le e_{d-1}$, and collect the $S$-orthonormal eigenvectors as the columns of a square matrix $\Psi$.

An iterative eigensolver holds $N$ trial orbitals, the columns of a $d\times N$ matrix $C$ with $C^\dagger SC=1$. Let $0<N<d$, and define the weight of level $i$ and the subspace error by

$$w_i=\|C^\dagger S\psi_i\|^2,\qquad \delta=N-\sum_{i<N}w_i .$$

The claim is

$$\operatorname{tr}(C^\dagger HC)-\sum_{i<N}e_i\;\ge\;(e_N-e_{N-1})\,\delta .$$

For non-interacting electrons in a finite basis with $H$ held fixed, as within one step of a self-consistency cycle, a small band-energy excess thus guarantees a small error in the occupied subspace, provided that the gap is open. If $e_{N-1}=e_N$, replacing $\psi_{N-1}$ by $\psi_N$ costs no energy and yet gives $\delta=1$.

## From completeness to the gap

**Completeness.** Since $\Psi^\dagger(S\Psi)=1$ and the matrices are square, also $S\Psi\Psi^\dagger=1$. The adjoint of this is $\Psi\Psi^\dagger S^\dagger=1$, hence

$$S^\dagger=(S\Psi\Psi^\dagger)S^\dagger=S(\Psi\Psi^\dagger S^\dagger)=S,$$

and therefore $\Psi\Psi^\dagger S=1$.

**Weights.** Let $A=C^\dagger S\Psi$, so that $w_i=\sum_k|A_{ki}|^2$. Completeness gives

$$AA^\dagger=C^\dagger(S\Psi\Psi^\dagger)SC=C^\dagger SC=1 .$$

The trace yields $\sum_iw_i=N$, so $\delta=\sum_{i\ge N}w_i$: the subspace error is the weight above the gap. Moreover, $P=A^\dagger A$ is Hermitian with $P^2=P$ and $P_{ii}=w_i$. Thus

$$w_i=(PP^\dagger)_{ii}=\sum_j|P_{ij}|^2\ge w_i^2,$$

which forces $w_i\le1$.

**Energy.** Inserting $\Psi\Psi^\dagger S=1$ to the right of $H$ and using the eigenvalue equation gives $H=S\Psi\,\mathrm{diag}(e)\,\Psi^\dagger S$. Therefore

$$\operatorname{tr}(C^\dagger HC)=\operatorname{tr}(A\,\mathrm{diag}(e)A^\dagger)=\sum_ie_iw_i,$$

a real number.

**Gap.** Split the excess at level $N$:

$$\sum_ie_iw_i-\sum_{i<N}e_i=\sum_{i<N}e_i(w_i-1)+\sum_{i\ge N}e_iw_i .$$

In the first sum, $w_i-1\le0$ and $e_i\le e_{N-1}$, so each term is at least $e_{N-1}(w_i-1)$, and the sum is at least $-e_{N-1}\delta$. In the second, $w_i\ge0$ and $e_i\ge e_N$, so the sum is at least $e_N\delta$. Adding the two gives the claim.

## How the statement is encoded

`IsEigenbasis H S Ψ e` collects the assumptions on the eigenproblem: the levels `e` are ordered, the columns of `Ψ` are $S$-orthonormal, and $H\Psi=S\Psi\,\mathrm{diag}(e)$. It stands in for the textbook assumption that $H$ is Hermitian and $S$ positive definite. Such matrices always possess an eigenbasis of this kind, by diagonalizing $S^{-1/2}HS^{-1/2}$; the file takes the basis as a hypothesis and does not construct it. The theorem `isEigenbasis_witness` verifies the hypothesis for the two-level example above.

`bandEnergy H C` is the real part of $\operatorname{tr}(C^\dagger HC)$, and `trace_eq_sum_levels` shows that nothing is lost by taking it. Each orbital counts once, without a spin factor. `levelWeight S Ψ C i` is $w_i$, and `subspaceError S Ψ C l` is $\delta$ when `l` has the value $N$. The set `Finset.Iio l` contains the indices strictly below `l`.

The main theorem, `gap_mul_subspaceError_le`, names the levels beside the gap by indices `h` and `l` with `(h : ℕ) + 1 = N` and `(l : ℕ) = N`. Since both are valid level indices, this enforces $0<N<d$. The gap itself may be zero there. The second form, `subspaceError_le_div`, assumes `e h < e l` and divides:

$$\delta\le\frac{\operatorname{tr}(C^\dagger HC)-\sum_{i<N}e_i}{e_N-e_{N-1}} .$$

Using it as a numerical error estimate requires a lower bound on the sum of the lowest levels and a positive lower bound on the gap, since the exact levels are unknown during the iteration. The statement concerns the band energy with all $N$ orbitals equally occupied; fractional occupations, the response of $H$ to the density and the basis-set error lie beyond the model.

## The complete Lean file

```lean
import Mathlib

open Matrix

namespace UltrasoftBandEnergy

noncomputable section

variable {d N : ℕ}

/-- The columns of `Ψ` are S-orthonormal solutions of the generalized eigenvalue problem
`H ψ_i = e_i S ψ_i`, as many as the dimension, with levels in increasing order. -/
structure IsEigenbasis (H S Ψ : Matrix (Fin d) (Fin d) ℂ) (e : Fin d → ℝ) : Prop where
  ordered : Monotone e
  orthonormal : Ψᴴ * S * Ψ = 1
  eigen : H * Ψ = S * Ψ * diagonal (fun i => (e i : ℂ))

/-- The band energy of the trial orbitals `C`: the real part of `tr (Cᴴ H C)`. -/
def bandEnergy (H : Matrix (Fin d) (Fin d) ℂ) (C : Matrix (Fin d) (Fin N) ℂ) : ℝ :=
  (trace (Cᴴ * H * C)).re

/-- The weight `‖Cᴴ S ψ_i‖²` of the eigenvector `ψ_i` in the trial orbitals. -/
def levelWeight (S Ψ : Matrix (Fin d) (Fin d) ℂ) (C : Matrix (Fin d) (Fin N) ℂ)
    (i : Fin d) : ℝ :=
  ∑ k, ‖(Cᴴ * S * Ψ) k i‖ ^ 2

/-- The subspace error: the number of trial orbitals minus their total weight on the
eigenvectors below level `l`. -/
def subspaceError (S Ψ : Matrix (Fin d) (Fin d) ℂ) (C : Matrix (Fin d) (Fin N) ℂ)
    (l : Fin d) : ℝ :=
  N - ∑ i ∈ Finset.Iio l, levelWeight S Ψ C i

variable {H S Ψ : Matrix (Fin d) (Fin d) ℂ} {e : Fin d → ℝ} {C : Matrix (Fin d) (Fin N) ℂ}

/-- A two-level problem with non-orthogonal basis functions and levels 1 and 2, together with
its S-orthonormal eigenbasis. -/
theorem isEigenbasis_witness :
    IsEigenbasis !![1, -1; -1, 3] !![1, -1; -1, 2] !![1, 1; 0, 1] ![1, 2] := by
  refine ⟨?_, ?_, ?_⟩
  · intro i j hij
    fin_cases i <;> fin_cases j <;> simp_all
  · ext i j
    fin_cases i <;> fin_cases j <;>
      simp [Matrix.mul_apply, Fin.sum_univ_succ]
    norm_num
  · ext i j
    rw [Matrix.mul_diagonal]
    fin_cases i <;> fin_cases j <;>
      simp [Matrix.mul_apply, Fin.sum_univ_succ]
    norm_num

/-- An S-orthonormal eigenbasis is complete, `S Ψ Ψᴴ = 1`, and its overlap is Hermitian. -/
theorem IsEigenbasis.complete (b : IsEigenbasis H S Ψ e) : S * Ψ * Ψᴴ = 1 ∧ Sᴴ = S := by
  have h1 : S * Ψ * Ψᴴ = 1 :=
    mul_eq_one_comm.1 (by rw [← Matrix.mul_assoc]; exact b.orthonormal)
  have h2 : Ψ * Ψᴴ * Sᴴ = 1 := by
    simpa [Matrix.mul_assoc] using congrArg conjTranspose h1
  refine ⟨h1, ?_⟩
  calc Sᴴ = (S * Ψ * Ψᴴ) * Sᴴ := by rw [h1, Matrix.one_mul]
    _ = S * (Ψ * Ψᴴ * Sᴴ) := by simp only [Matrix.mul_assoc]
    _ = S := by rw [h2, Matrix.mul_one]

/-- For a coefficient matrix `A`, the trace of `A diag(e) Aᴴ` is the sum of the `e_i`
weighted by the squared norms of the columns of `A`. -/
theorem trace_weighted (A : Matrix (Fin N) (Fin d) ℂ) (e : Fin d → ℝ) :
    trace (A * diagonal (fun i => (e i : ℂ)) * Aᴴ) =
      ((∑ i, e i * ∑ k, ‖A k i‖ ^ 2 : ℝ) : ℂ) := by
  calc _ = ∑ k, ∑ i, (A * diagonal (fun i => (e i : ℂ))) k i * Aᴴ i k :=
        Finset.sum_congr rfl fun k _ => Matrix.mul_apply
    _ = ∑ k, ∑ i, (e i : ℂ) * (‖A k i‖ : ℂ) ^ 2 := by
        refine Finset.sum_congr rfl fun k _ => Finset.sum_congr rfl fun i _ => ?_
        have hz : A k i * star (A k i) = (‖A k i‖ : ℂ) ^ 2 := Complex.mul_conj' _
        rw [Matrix.mul_diagonal, Matrix.conjTranspose_apply]
        linear_combination (e i : ℂ) * hz
    _ = _ := by
        rw [Finset.sum_comm]
        push_cast
        simp only [Finset.mul_sum]

/-- If the rows of `A` are orthonormal, each column of `A` has norm at most one. -/
theorem column_le_one (A : Matrix (Fin N) (Fin d) ℂ) (hA : A * Aᴴ = 1) (i : Fin d) :
    ∑ k, ‖A k i‖ ^ 2 ≤ 1 := by
  -- Aᴴ A is an orthogonal projector with the squared column norms on its diagonal
  have hP : (Aᴴ * A) * (Aᴴ * A)ᴴ = Aᴴ * A := by
    rw [Matrix.conjTranspose_mul, Matrix.conjTranspose_conjTranspose]
    calc _ = Aᴴ * (A * Aᴴ) * A := by simp only [Matrix.mul_assoc]
      _ = _ := by rw [hA, Matrix.mul_one]
  have hii : (Aᴴ * A) i i = ((∑ k, ‖A k i‖ ^ 2 : ℝ) : ℂ) := by
    rw [Matrix.mul_apply]
    push_cast
    exact Finset.sum_congr rfl fun k _ => Complex.conj_mul' _
  have hs : ((∑ k, ‖A k i‖ ^ 2 : ℝ) : ℂ) = ((∑ j, ‖(Aᴴ * A) i j‖ ^ 2 : ℝ) : ℂ) := by
    rw [← hii]
    calc (Aᴴ * A) i i = ((Aᴴ * A) * (Aᴴ * A)ᴴ) i i := by rw [hP]
      _ = ∑ j, (Aᴴ * A) i j * (Aᴴ * A)ᴴ j i := Matrix.mul_apply
      _ = _ := by
        push_cast
        exact Finset.sum_congr rfl fun j _ => Complex.mul_conj' _
  have hle : ‖(Aᴴ * A) i i‖ ^ 2 ≤ ∑ j, ‖(Aᴴ * A) i j‖ ^ 2 :=
    Finset.single_le_sum (f := fun j => ‖(Aᴴ * A) i j‖ ^ 2)
      (fun j _ => sq_nonneg _) (Finset.mem_univ i)
  rw [← Complex.ofReal_injective hs, hii, Complex.norm_real, Real.norm_eq_abs, sq_abs] at hle
  by_contra hc
  nlinarith [not_le.1 hc]

/-- Given an S-orthonormal eigenbasis of the eigenvalue problem, the trace `tr (Cᴴ H C)` is real and
equals the sum of the levels times their weights in the trial orbitals. -/
theorem trace_eq_sum_levels (b : IsEigenbasis H S Ψ e) (C : Matrix (Fin d) (Fin N) ℂ) :
    trace (Cᴴ * H * C) = ((∑ i, e i * levelWeight S Ψ C i : ℝ) : ℂ) := by
  obtain ⟨h1, hS⟩ := b.complete
  have h3 : Ψ * Ψᴴ * S = 1 :=
    mul_eq_one_comm.1 (by rw [← Matrix.mul_assoc]; exact h1)
  have hH : H = S * Ψ * diagonal (fun i => (e i : ℂ)) * (Ψᴴ * S) := by
    rw [← b.eigen]
    calc H = H * (Ψ * Ψᴴ * S) := by rw [h3, Matrix.mul_one]
      _ = _ := by simp only [Matrix.mul_assoc]
  have hT : Cᴴ * H * C =
      (Cᴴ * S * Ψ) * diagonal (fun i => (e i : ℂ)) * (Cᴴ * S * Ψ)ᴴ := by
    rw [hH]
    simp only [Matrix.conjTranspose_mul, Matrix.conjTranspose_conjTranspose, hS,
      Matrix.mul_assoc]
  rw [hT, trace_weighted]
  rfl

/-- Given an S-orthonormal eigenbasis and S-orthonormal trial orbitals, the level weights are at
most one and add up to the number of orbitals. -/
theorem levelWeight_bounds (b : IsEigenbasis H S Ψ e) (hC : Cᴴ * S * C = 1) :
    (∀ i, levelWeight S Ψ C i ≤ 1) ∧ ∑ i, levelWeight S Ψ C i = N := by
  obtain ⟨h1, hS⟩ := b.complete
  have hA : (Cᴴ * S * Ψ) * (Cᴴ * S * Ψ)ᴴ = 1 := by
    calc _ = Cᴴ * (S * Ψ * Ψᴴ) * (S * C) := by
          simp only [Matrix.conjTranspose_mul, Matrix.conjTranspose_conjTranspose, hS,
            Matrix.mul_assoc]
      _ = 1 := by rw [h1, Matrix.mul_one, ← Matrix.mul_assoc, hC]
  refine ⟨column_le_one _ hA, ?_⟩
  have t := trace_weighted (Cᴴ * S * Ψ) (fun _ => 1)
  simp only [Complex.ofReal_one, Matrix.diagonal_one, Matrix.mul_one, one_mul, hA,
    Matrix.trace_one, Fintype.card_fin] at t
  apply Complex.ofReal_injective
  rw [Complex.ofReal_natCast]
  exact t.symm

/-- Given an S-orthonormal eigenbasis, the band-energy excess of `N` S-orthonormal trial orbitals
over the sum of the `N` lowest levels is at least the gap `e l - e h` times the subspace error.
Counting from zero, `h` is the level `N - 1` and `l` is the level `N`. -/
theorem gap_mul_subspaceError_le (b : IsEigenbasis H S Ψ e) (hC : Cᴴ * S * C = 1)
    {h l : Fin d} (hh : (h : ℕ) + 1 = N) (hl : (l : ℕ) = N) :
    (e l - e h) * subspaceError S Ψ C l ≤
      bandEnergy H C - ∑ i ∈ Finset.Iio l, e i := by
  obtain ⟨hw, hN⟩ := levelWeight_bounds b hC
  have hE : bandEnergy H C = ∑ i, e i * levelWeight S Ψ C i := by
    rw [bandEnergy, trace_eq_sum_levels b, Complex.ofReal_re]
  have hcard : ((Finset.Iio l).card : ℝ) = N := by rw [Fin.card_Iio, hl]
  -- weight missing below the gap lowers the energy by at most the level h per unit
  have h1 : ∑ i ∈ Finset.Iio l, e h * (levelWeight S Ψ C i - 1) ≤
      ∑ i ∈ Finset.Iio l, (e i * levelWeight S Ψ C i - e i) := by
    refine Finset.sum_le_sum fun i hi => ?_
    have hlt := Finset.mem_Iio.1 hi
    have hil : (i : ℕ) < l := hlt
    have hih : e i ≤ e h := b.ordered (Fin.le_def.2 (by omega))
    nlinarith [mul_nonneg (sub_nonneg.2 hih) (sub_nonneg.2 (hw i))]
  -- weight above the gap costs at least the level l per unit
  have h2 : ∑ i ∈ (Finset.Iio l)ᶜ, e l * levelWeight S Ψ C i ≤
      ∑ i ∈ (Finset.Iio l)ᶜ, e i * levelWeight S Ψ C i := by
    refine Finset.sum_le_sum fun i hi => ?_
    have hli : l ≤ i := by simpa using hi
    exact mul_le_mul_of_nonneg_right (b.ordered hli)
      (Finset.sum_nonneg fun k _ => sq_nonneg _)
  rw [← Finset.mul_sum, Finset.sum_sub_distrib, Finset.sum_sub_distrib, Finset.sum_const,
    nsmul_eq_mul, mul_one, hcard] at h1
  have hs := Finset.sum_add_sum_compl (Finset.Iio l) (levelWeight S Ψ C)
  have ht := Finset.sum_add_sum_compl (Finset.Iio l) (fun i => e i * levelWeight S Ψ C i)
  rw [← Finset.mul_sum, eq_sub_of_add_eq' hs, hN] at h2
  rw [hE, subspaceError]
  linarith

/-- Given an S-orthonormal eigenbasis with an open gap above the `N` lowest levels, the subspace
error of `N` S-orthonormal trial orbitals is at most the band-energy excess divided by the gap. -/
theorem subspaceError_le_div (b : IsEigenbasis H S Ψ e) (hC : Cᴴ * S * C = 1)
    {h l : Fin d} (hh : (h : ℕ) + 1 = N) (hl : (l : ℕ) = N) (gap : e h < e l) :
    subspaceError S Ψ C l ≤
      (bandEnergy H C - ∑ i ∈ Finset.Iio l, e i) / (e l - e h) := by
  rw [le_div_iff₀ (sub_pos.2 gap), mul_comm]
  exact gap_mul_subspaceError_le b hC hh hl

end

end UltrasoftBandEnergy
```

```lean
#print axioms UltrasoftBandEnergy.gap_mul_subspaceError_le
#print axioms UltrasoftBandEnergy.subspaceError_le_div
```

```
'UltrasoftBandEnergy.gap_mul_subspaceError_le' depends on axioms: [propext, Classical.choice, Quot.sound]
'UltrasoftBandEnergy.subspaceError_le_div' depends on axioms: [propext, Classical.choice, Quot.sound]
```

## The matrix lemmas and the final estimate

`IsEigenbasis.complete` is the completeness step. Its main tool, `mul_eq_one_comm`, turns a one-sided inverse of a square matrix into a two-sided one; the `calc` block is the chain that ends in $S^\dagger=S$.

Two lemmas concern a general $N\times d$ matrix $A$. `trace_weighted` expands $\operatorname{tr}(A\,\mathrm{diag}(e)A^\dagger)$ into matrix elements, replaces $A_{ki}\overline{A_{ki}}$ by $|A_{ki}|^2$ and exchanges the two sums. `column_le_one` is the projector argument. There `hP` states $PP^\dagger=P$, `hii` identifies the diagonal element with the squared column norm, and `hle` keeps only the diagonal term of $\sum_j|P_{ij}|^2$. After rewriting, `hle` reads $w_i^2\le w_i$, and `nlinarith` refutes $w_i>1$.

`trace_eq_sum_levels` derives the spectral form of $H$ as `hH`, inserts it into $C^\dagger HC$ as `hT`, and applies `trace_weighted` with $A=C^\dagger S\Psi$. `levelWeight_bounds` first proves $AA^\dagger=1$. The upper bound on each weight is then `column_le_one`, and the sum rule is `trace_weighted` with every level set to one.

In `gap_mul_subspaceError_le`, the inequalities `h1` and `h2` are the estimates below and above the gap. For `h1`, `omega` turns $i<N$ into $i\le N-1$, the ordering gives $e_i\le e_{N-1}$, and `nlinarith` receives the product $(e_{N-1}-e_i)(1-w_i)\ge0$. For `h2`, the ordering is multiplied by a non-negative weight. The lemma `Finset.sum_add_sum_compl` splits the full sums at the gap, and the sum rule replaces the weight above it by $N-\sum_{i<N}w_i$. What remains is the addition of the two estimates, done by `linarith`. `subspaceError_le_div` then follows on dividing by the positive gap.
